# For an invertible overlap matrix in a finite basis, z times the logarithmic derivative of det(zS − H) tends to the number of basis functions as |z| → ∞

In a finite basis with overlap matrix S and Hamiltonian matrix H, the secular determinant is det(zS − H), a function of the complex energy z. The lemma `tendsto_logDeriv_secular` states that z times its logarithmic derivative tends to the number of basis functions n as |z| → ∞. S and H are complex matrices, and the only condition on them is det S ≠ 0; neither need be Hermitian, and the basis need not be orthonormal. The proof writes the determinant as zⁿP(1/z) for z ≠ 0, where P is a polynomial with P(w) = det(S − wH). With w = 1/z, the quantity becomes n − wP′(w)/P(w), which tends to n as w → 0 because P(0) = det S ≠ 0.

In Lean, a first try:

```lean
import Mathlib

open Matrix Filter Topology Bornology
open scoped ComplexOrder

namespace TendstoLogDerivSecular

noncomputable section

variable {ι : Type*} [Fintype ι] [DecidableEq ι]

/-- The secular determinant `det (z S - H)` of a Hamiltonian `H` in a basis with overlap `S`. -/
def secular (S H : Matrix ι ι ℂ) (z : ℂ) : ℂ := (z • S - H).det

omit [Fintype ι] [DecidableEq ι] in
/-- For `z ≠ 0` the energy can be taken out of the matrix `z S - H`. -/
theorem pencil_scaling (S H : Matrix ι ι ℂ) {z : ℂ} (hz : z ≠ 0) :
    z • S - H = z • (S - z⁻¹ • H) := by
  rw [smul_sub, smul_smul, mul_inv_cancel₀ hz, one_smul]

/-- For an invertible overlap matrix and sufficiently large `|z|`, the energy `z`, the secular
determinant and the rescaled determinant `det (S - H/z)` are all nonzero. -/
theorem secular_ne_zero {S : Matrix ι ι ℂ} (hS : S.det ≠ 0) (H : Matrix ι ι ℂ) :
    ∀ᶠ z in cobounded ℂ, z ≠ 0 ∧ secular S H z ≠ 0 ∧ (S - z⁻¹ • H).det ≠ 0 := by
  have hA : Continuous fun w : ℂ => S - w • H :=
    continuous_const.sub (continuous_id.smul continuous_const)
  have hd : ∀ᶠ w in 𝓝 (0 : ℂ), (S - w • H).det ≠ 0 :=
    hA.matrix_det.continuousAt.eventually_ne (by simpa using hS)
  have hd' := (tendsto_inv₀_cobounded (α := ℂ)).eventually hd
  filter_upwards [hd', (tendsto_norm_cobounded_atTop (E := ℂ)).eventually_gt_atTop 0]
    with z h hz
  have hz0 : z ≠ 0 := norm_pos_iff.1 hz
  refine ⟨hz0, ?_, h⟩
  rw [secular, pencil_scaling S H hz0, Matrix.det_smul]
  exact mul_ne_zero (pow_ne_zero _ hz0) h

/-- For an invertible overlap matrix, `z` times the logarithmic derivative of the secular
determinant tends to the number of orbitals as `|z|` tends to infinity. -/
theorem tendsto_logDeriv_secular {S : Matrix ι ι ℂ} (hS : S.det ≠ 0) (H : Matrix ι ι ℂ) :
    Tendsto (fun z => z * logDeriv (secular S H) z) (cobounded ℂ)
      (𝓝 (Fintype.card ι : ℂ)) := by
  -- `det (S - w H)` is a polynomial in `w = 1/z`
  obtain ⟨P, hP⟩ : ∃ P : Polynomial ℂ, ∀ w, P.eval w = (S - w • H).det := by
    refine ⟨(S.map Polynomial.C - (Polynomial.X : Polynomial ℂ) • H.map Polynomial.C).det,
      fun w => ?_⟩
    rw [← Polynomial.coe_evalRingHom, RingHom.map_det]
    congr 1
    ext i j
    simp
  have hP0 : P.eval 0 ≠ 0 := by rw [hP]; simpa using hS
  -- the correction to the count vanishes like `1/z`
  have hc : ContinuousAt (fun w : ℂ => (Fintype.card ι : ℂ)
      - w * (P.derivative.eval w / P.eval w)) 0 :=
    continuousAt_const.sub (continuousAt_id.mul
      (P.derivative.continuous.continuousAt.div P.continuous.continuousAt hP0))
  have hl := hc.tendsto.comp (tendsto_inv₀_cobounded (α := ℂ))
  simp only [zero_mul, sub_zero] at hl
  refine hl.congr' ?_
  filter_upwards [secular_ne_zero hS H] with z hz
  obtain ⟨hz0, -, hdet⟩ := hz
  have hp : P.eval z⁻¹ ≠ 0 := by rw [hP]; exact hdet
  have hval : ∀ y : ℂ, y ≠ 0 → secular S H y = y ^ Fintype.card ι * P.eval y⁻¹ := by
    intro y hy
    rw [secular, pencil_scaling S H hy, Matrix.det_smul, hP]
  have h2 : HasDerivAt (fun y : ℂ => P.eval y⁻¹)
      (P.derivative.eval z⁻¹ * (-(z ^ 2)⁻¹)) z :=
    (P.hasDerivAt z⁻¹).comp z (hasDerivAt_inv hz0)
  have h3 := (hasDerivAt_pow (Fintype.card ι) z).fun_mul h2
  have h4 := h3.congr_of_eventuallyEq ((eventually_ne_nhds hz0).mono hval)
  have hpow : z * ((Fintype.card ι : ℂ) * z ^ (Fintype.card ι - 1))
      = (Fintype.card ι : ℂ) * z ^ Fintype.card ι := by
    rcases Fintype.card ι with _ | m
    · simp
    · rw [Nat.add_sub_cancel, pow_succ]
      ring
  have hinv : z * (z ^ 2)⁻¹ = z⁻¹ := by field_simp
  have hq : P.derivative.eval z⁻¹ / P.eval z⁻¹ * P.eval z⁻¹ = P.derivative.eval z⁻¹ :=
    div_mul_cancel₀ _ hp
  symm
  simp only [Function.comp_apply]
  rw [logDeriv_apply, h4.deriv, hval z hz0, ← mul_div_assoc,
    div_eq_iff (mul_ne_zero (pow_ne_zero _ hz0) hp)]
  linear_combination P.eval z⁻¹ * hpow
    - z ^ Fintype.card ι * P.derivative.eval z⁻¹ * hinv
    + z⁻¹ * z ^ Fintype.card ι * hq

end

end TendstoLogDerivSecular
```

Lean reports:

```
Main.lean:43:74: error: unsolved goals
ι : Type u_1
inst✝¹ : Fintype ι
inst✝ : DecidableEq ι
S : Matrix ι ι ℂ
hS : S.det ≠ 0
H : Matrix ι ι ℂ
w : ℂ
i j : ι
⊢ H i j * w = w * H i j
```

Fix (accepted with no message):

```diff
@@ -48,6 +48,7 @@
     ext i j
     simp
+    ring
   have hP0 : P.eval 0 ≠ 0 := by rw [hP]; simpa using hS
-  -- the correction to the count vanishes like `1/z`
+  -- the count with its correction is continuous at `w = 0`
   have hc : ContinuousAt (fun w : ℂ => (Fintype.card ι : ℂ)
       - w * (P.derivative.eval w / P.eval w)) 0 :=
```

Diagnosis. The error lies in the proof that the polynomial `P` exists, where evaluating a determinant with polynomial entries at `w` must give `(S - w • H).det`. After `congr 1` and `ext i j`, the two matrices are compared entry by entry. `simp` evaluates the polynomial entry and unfolds the scalar multiplication, but stops at `H i j * w = w * H i j`. The two sides differ only in the order of the factors. The equation is true because multiplication in ℂ is commutative, but this call to `simp` does not close it, so Lean reports an unsolved goal.

The added `ring` proves the remaining equation, since it works up to the commutative ring laws. The other change rewords a comment to describe the continuity statement below it; this is mere tidying and has no effect on compilation.
